# Zeta-function extrapolation of energies with inverse-quartic partial-wave increments

The energies are modelled as an arbitrary real sequence, `E : ℕ → ℝ`, with no Hamiltonian behind it. The number E(l) stands for the energy computed with all partial waves up to l, each with its radial basis already complete. How the increments E(l) − E(l−1) decay is therefore a hypothesis. The law used here, a/l⁴ with a constant a, stands for the leading large-l behaviour that the electron–electron cusp produces in a singlet ground state such as that of helium. Real increments also carry higher-order corrections, so the exact law from a finite l on is an idealisation.

If the law holds from some partial wave L ≥ 1 on, the two energies E(L−1) and E(L) determine the limit of E(l) as l → ∞.

```lean
import Mathlib

open Filter Topology Finset

namespace ZetaExtrapolation

noncomputable section
```

For l ≥ 1, define the scaled increment

A(l) = l⁴ [E(l) − E(l−1)].

The factor l⁴ makes A(0) = 0.

```lean
/-- The energy increment of partial wave `l ≥ 1`, multiplied by `l ^ 4`. -/
def scaledIncrement (E : ℕ → ℝ) (l : ℕ) : ℝ :=
  (l : ℝ) ^ 4 * (E l - E (l - 1))
```

For a cutoff L, define

T(L) = π⁴/90 − Σ_{l=1..L} 1/l⁴,

where the sum is empty for L = 0.

```lean
/-- The number `π ^ 4 / 90` minus the sum of `l ^ (-4)` over `l = 1, ..., L`. -/
def zetaTail (L : ℕ) : ℝ :=
  Real.pi ^ 4 / 90 - ∑ l ∈ Icc 1 L, 1 / (l : ℝ) ^ 4
```

The extrapolated energy is

X(L) = E(L) + A(L) T(L).

In Lean, A, T and X are `scaledIncrement E`, `zetaTail` and `extrapolate E`.

```lean
/-- The extrapolated energy, computed from the energies at the cutoffs `L` and `L - 1`,
for `L ≥ 1`. -/
def extrapolate (E : ℕ → ℝ) (L : ℕ) : ℝ :=
  E L + scaledIncrement E L * zetaTail L
```

## (a) The omitted partial waves

Show that, for every L ≥ 0,

Σ_{n≥0} 1/(n+L+1)⁴ = T(L).

**Solution.** The full series Σ_{l≥1} 1/l⁴ has the known value ζ(4) = π⁴/90. Subtracting its first L terms leaves the terms with l = n+L+1, and their sum is T(L) by definition.

Mathlib supplies the value as `hasSum_zeta_four`, and `hasSum_nat_add_iff'` removes the initial terms. Its series starts at l = 0, where Lean's 1/0 = 0 adds nothing; `hs` matches the two ways of counting.

```lean
/-- The zeta tail is the sum of `l ^ (-4)` over all partial waves `l > L` left out
by the cutoff. -/
theorem hasSum_zetaTail (L : ℕ) :
    HasSum (fun n : ℕ => 1 / ((n + L + 1 : ℕ) : ℝ) ^ 4) (zetaTail L) := by
  -- the term `l = 0` contributes nothing to the sum over the naturals
  have hs : ∀ M : ℕ, ∑ i ∈ range (M + 1), 1 / (i : ℝ) ^ 4
      = ∑ l ∈ Icc 1 M, 1 / (l : ℝ) ^ 4 := by
    intro M
    induction M with
    | zero => simp
    | succ n ih =>
      rw [sum_range_succ, ih, Finset.sum_Icc_succ_top (show 1 ≤ n + 1 by omega)]
  have h : HasSum (fun n : ℕ => 1 / ((n + (L + 1) : ℕ) : ℝ) ^ 4)
      (Real.pi ^ 4 / 90 - ∑ i ∈ range (L + 1), 1 / (i : ℝ) ^ 4) :=
    (hasSum_nat_add_iff' (f := fun n : ℕ => 1 / (n : ℝ) ^ 4) (L + 1)).mpr hasSum_zeta_four
  rw [hs] at h
  exact h
```

## (b) The sign of the tail

Show that

T(L) > 0.

**Solution.** Every term in (a) is positive, so the sum is at least its first term:

T(L) ≥ 1/(L+1)⁴ > 0.

The first inequality is `le_hasSum` at index 0.

```lean
/-- The zeta tail is positive at every cutoff. -/
theorem zetaTail_pos (L : ℕ) : 0 < zetaTail L := by
  have hpos : (0 : ℝ) < 1 / ((0 + L + 1 : ℕ) : ℝ) ^ 4 := by positivity
  exact lt_of_lt_of_le hpos
    (le_hasSum (hasSum_zetaTail L) 0 (fun j _ => by positivity))
```

## (c) Recovering an energy increment

Show that, for every l ≥ 0,

E(l+1) − E(l) = A(l+1)/(l+1)⁴.

**Solution.** By definition A(l+1) = (l+1)⁴ [E(l+1) − E(l)]. Divide by (l+1)⁴, which is not zero.

```lean
/-- The energy gained by adding partial wave `l + 1` is its scaled increment divided by
`(l + 1) ^ 4`. -/
theorem increment_eq (E : ℕ → ℝ) (l : ℕ) :
    E (l + 1) - E l = scaledIncrement E (l + 1) * (1 / ((l + 1 : ℕ) : ℝ) ^ 4) := by
  have hne : ((l + 1 : ℕ) : ℝ) ^ 4 ≠ 0 := by positivity
  rw [scaledIncrement, Nat.add_sub_cancel, mul_one_div, mul_div_cancel_left₀ _ hne]
```

## (d) The law in scaled form

For l ≥ 1 and a real number a, show that

A(l) = a ⇔ E(l) − E(l−1) = a/l⁴.

**Solution.** Multiply or divide by l⁴ ≠ 0. The inverse-quartic law thus says that the scaled increment is constant.

```lean
/-- For `l ≥ 1`, the scaled increment equals `a` exactly when the energy increment
is `a / l ^ 4`. -/
theorem scaledIncrement_eq_iff (E : ℕ → ℝ) (a : ℝ) {l : ℕ} (hl : 1 ≤ l) :
    scaledIncrement E l = a ↔ E l - E (l - 1) = a / (l : ℝ) ^ 4 := by
  have hne : (l : ℝ) ≠ 0 := Nat.cast_ne_zero.mpr (by omega)
  rw [scaledIncrement, eq_div_iff (pow_ne_zero 4 hne), mul_comm]
```

## (e) Energies that follow the law approximately

Suppose that |A(l) − A(L)| ≤ δ for all l > L. Show that E(l) converges to a limit E_lim with

|E_lim − X(L)| ≤ δ T(L).

**Solution.** Let

r(n) = [A(n+L+1) − A(L)]/(n+L+1)⁴.

By (c), each increment splits into an inverse-quartic part and a deviation:

E(n+L+1) − E(n+L) = A(L)/(n+L+1)⁴ + r(n).

The hypothesis gives |r(n)| ≤ δ/(n+L+1)⁴. By (a) and comparison, Σ r(n) converges absolutely, and

|Σ_{n≥0} r(n)| ≤ δ T(L).

The energies telescope:

E(N+L) = E(L) + Σ_{n=0..N−1} [E(n+L+1) − E(n+L)].

Letting N → ∞ gives

E_lim = E(L) + A(L) T(L) + Σ_{n≥0} r(n) = X(L) + Σ_{n≥0} r(n),

and the bound follows.

In the code, `hb` is the bound on each deviation, `hd` sums the split increments and `htel` is the telescoping identity. The number δ is an assumed bound on the deviation of the scaled increment, and it must hold for every partial wave beyond the cutoff, including those never computed.

The proof turns on Mathlib's `tsum_of_norm_bounded`. It takes a series g with known sum s, in the form `HasSum g s`, and a bound ‖f(n)‖ ≤ g(n) on each term; it returns ‖Σ f(n)‖ ≤ s. Here f is r, the norm is the absolute value, and `hδ` supplies s = δ T(L), so the error bound inherits the closed form from (a). The convergence of Σ r(n), which the limit of the energies needs as well, comes separately from `Summable.of_norm_bounded`.

```lean
/-- If the scaled increments beyond the cutoff `L` differ from the one at `L` by at most `δ`,
the energies converge, and the extrapolated energy misses their limit by at most `δ` times
the zeta tail. -/
theorem extrapolation_error_le (E : ℕ → ℝ) (L : ℕ) (δ : ℝ)
    (h : ∀ l, L < l → |scaledIncrement E l - scaledIncrement E L| ≤ δ) :
    ∃ Elim : ℝ, Tendsto E atTop (𝓝 Elim) ∧
      |Elim - extrapolate E L| ≤ δ * zetaTail L := by
  -- `r n` is the deviation of an increment from the inverse-quartic law
  let r : ℕ → ℝ := fun n =>
    (scaledIncrement E (n + L + 1) - scaledIncrement E L) * (1 / ((n + L + 1 : ℕ) : ℝ) ^ 4)
  have hb : ∀ n, ‖r n‖ ≤ δ * (1 / ((n + L + 1 : ℕ) : ℝ) ^ 4) := by
    intro n
    have hw : (0 : ℝ) ≤ 1 / ((n + L + 1 : ℕ) : ℝ) ^ 4 := by positivity
    change |(scaledIncrement E (n + L + 1) - scaledIncrement E L)
      * (1 / ((n + L + 1 : ℕ) : ℝ) ^ 4)| ≤ _
    rw [abs_mul, abs_of_nonneg hw]
    exact mul_le_mul_of_nonneg_right (h _ (by omega)) hw
  have hδ := (hasSum_zetaTail L).mul_left δ
  have hr : Summable r :=
    Summable.of_norm_bounded (g := fun n : ℕ => δ * (1 / ((n + L + 1 : ℕ) : ℝ) ^ 4))
      hδ.summable hb
  -- the increments sum to the extrapolated part plus the deviations
  have hd : HasSum (fun n : ℕ => E (n + L + 1) - E (n + L))
      (scaledIncrement E L * zetaTail L + ∑' n, r n) := by
    have h1 := ((hasSum_zetaTail L).mul_left (scaledIncrement E L)).add hr.hasSum
    have hfun : (fun n : ℕ => E (n + L + 1) - E (n + L)) =
        fun n : ℕ => scaledIncrement E L * (1 / ((n + L + 1 : ℕ) : ℝ) ^ 4) + r n := by
      funext n
      rw [increment_eq E (n + L)]
      simp only [r]
      ring
    rw [hfun]
    exact h1
  have htel : ∀ N : ℕ, E (N + L) = E L + ∑ n ∈ range N, (E (n + L + 1) - E (n + L)) := by
    intro N
    induction N with
    | zero => simp
    | succ N ih =>
      rw [sum_range_succ, show N + 1 + L = N + L + 1 by omega]
      linarith
  refine ⟨E L + (scaledIncrement E L * zetaTail L + ∑' n, r n), ?_, ?_⟩
  · apply (tendsto_add_atTop_iff_nat L).mp
    rw [funext htel]
    exact hd.tendsto_sum_nat.const_add (E L)
  · have he : E L + (scaledIncrement E L * zetaTail L + ∑' n, r n) - extrapolate E L
        = ∑' n, r n := by
      rw [extrapolate]
      ring
    rw [he]
    exact tsum_of_norm_bounded hδ hb
```

## (f) The limit under the exact law

Let L ≥ 1 and suppose that E(l) − E(l−1) = a/l⁴ for all l ≥ L. Show that

lim_{l→∞} E(l) = E(L) + L⁴ [E(L) − E(L−1)] (π⁴/90 − Σ_{l=1..L} 1/l⁴).

**Solution.** By (d), A(l) = a for all l ≥ L, so (e) applies with δ = 0. It gives |E_lim − X(L)| ≤ 0, hence E_lim = X(L), which is the right-hand side written out.

In the Lean statement, `Tendsto E atTop (𝓝 ...)` is this limit. The constant a appears in the hypothesis but not in the answer, because the two energies fix it.

```lean
/-- Zeta-function extrapolation: if the energy increments equal `a / l ^ 4` for all
`l ≥ L ≥ 1`, the energies converge to the limit given here in terms of `E L` and
`E (L - 1)`. -/
theorem tendsto_zeta_extrapolation (E : ℕ → ℝ) (a : ℝ) (L : ℕ) (hL : 1 ≤ L)
    (h : ∀ l, L ≤ l → E l - E (l - 1) = a / (l : ℝ) ^ 4) :
    Tendsto E atTop (𝓝 (E L + (L : ℝ) ^ 4 * (E L - E (L - 1)) *
      (Real.pi ^ 4 / 90 - ∑ l ∈ Icc 1 L, 1 / (l : ℝ) ^ 4))) := by
  have hA : ∀ l, L ≤ l → scaledIncrement E l = a := fun l hl =>
    (scaledIncrement_eq_iff E a (hL.trans hl)).mpr (h l hl)
  -- the exact law is the case of zero deviation
  obtain ⟨Elim, hlim, herr⟩ := extrapolation_error_le E L 0 (fun l hl => by
    rw [hA l hl.le, hA L le_rfl, sub_self, abs_zero])
  rw [zero_mul] at herr
  have heq : Elim = extrapolate E L :=
    sub_eq_zero.mp (abs_eq_zero.mp (le_antisymm herr (abs_nonneg _)))
  rw [heq] at hlim
  exact hlim
```

## (g) Raising the cutoff by one

Show that, for every l ≥ 0 and with no assumption on the energies,

X(l+1) − X(l) = [A(l+1) − A(l)] T(l).

**Solution.** The definition of T gives T(l) = T(l+1) + 1/(l+1)⁴. With (c),

X(l+1) − X(l) = A(l+1)/(l+1)⁴ + A(l+1) T(l+1) − A(l) T(l)
= A(l+1) T(l) − A(l) T(l).

The two ingredients are `h1` and `h2`, which `linear_combination` combines.

```lean
/-- Raising the cutoff from `l` to `l + 1` changes the extrapolated energy by the change of
the scaled increment times the zeta tail at `l`. -/
theorem extrapolate_succ_sub (E : ℕ → ℝ) (l : ℕ) :
    extrapolate E (l + 1) - extrapolate E l
      = (scaledIncrement E (l + 1) - scaledIncrement E l) * zetaTail l := by
  have h1 := increment_eq E l
  have h2 : zetaTail l = zetaTail (l + 1) + 1 / ((l + 1 : ℕ) : ℝ) ^ 4 := by
    unfold zetaTail
    rw [Finset.sum_Icc_succ_top (show 1 ≤ l + 1 by omega)]
    ring
  unfold extrapolate
  linear_combination h1 - scaledIncrement E (l + 1) * h2
```

## (h) A test of the law

For L ≥ 1, show that these statements are equivalent:

there is a real a with E(l) − E(l−1) = a/l⁴ for all l ≥ L
⇔ X(l+1) = X(l) for all l ≥ L.

**Solution.** If the law holds, (d) gives A(l+1) = A(l) = a for l ≥ L, and the right-hand side of (g) vanishes.

Conversely, if X(l+1) = X(l), then (g) gives [A(l+1) − A(l)] T(l) = 0. Since T(l) > 0 by (b), A(l+1) = A(l). Induction from L upwards gives A(l) = A(L) for all l ≥ L, and (d) returns the law with a = A(L). The Lean proof runs this induction with `Nat.le_induction`.

In a calculation, an extrapolated energy that drifts with the cutoff shows that the computed increments do not follow the law exactly over those cutoffs. Higher-order corrections can cause this, and so can an incomplete radial basis. A plateau over finitely many cutoffs leaves the higher partial waves untested.

```lean
/-- For `L ≥ 1`, the energy increments follow an inverse-quartic law from `L` on exactly when
the extrapolated energy does not change as the cutoff is raised from `L` on. -/
theorem inverse_quartic_iff_extrapolate_stationary (E : ℕ → ℝ) (L : ℕ) (hL : 1 ≤ L) :
    (∃ a : ℝ, ∀ l, L ≤ l → E l - E (l - 1) = a / (l : ℝ) ^ 4) ↔
      ∀ l, L ≤ l → extrapolate E (l + 1) = extrapolate E l := by
  constructor
  · rintro ⟨a, h⟩ l hl
    have h0 := (scaledIncrement_eq_iff E a (hL.trans hl)).mpr (h l hl)
    have h1 := (scaledIncrement_eq_iff E a (show 1 ≤ l + 1 by omega)).mpr
      (h (l + 1) (by omega))
    have hs := extrapolate_succ_sub E l
    rw [h0, h1, sub_self, zero_mul] at hs
    exact sub_eq_zero.mp hs
  · intro h
    refine ⟨scaledIncrement E L, fun l hl => ?_⟩
    apply (scaledIncrement_eq_iff E _ (hL.trans hl)).mp
    induction l, hl using Nat.le_induction with
    | base => rfl
    | succ l hl ih =>
      -- the positive zeta tail can be cancelled
      have hs := extrapolate_succ_sub E l
      rw [h l hl, sub_self] at hs
      have hz := (mul_eq_zero.mp hs.symm).resolve_right (zetaTail_pos l).ne'
      exact (sub_eq_zero.mp hz).trans ih

end

end ZetaExtrapolation
```

```lean
#print axioms ZetaExtrapolation.tendsto_zeta_extrapolation
-- 'ZetaExtrapolation.tendsto_zeta_extrapolation' depends on axioms: [propext, Classical.choice, Quot.sound]
#print axioms ZetaExtrapolation.inverse_quartic_iff_extrapolate_stationary
-- 'ZetaExtrapolation.inverse_quartic_iff_extrapolate_stationary' depends on axioms: [propext, Classical.choice, Quot.sound]
```
